# On a finite lattice, one electron with nonzero hopping T between two sublattices and on-site energies ±d has ground energy −√(d² + ‖T‖²)

Q: What is the system, and what do the symbols mean?

A: One electron hops between the two sublattices of a finite bipartite lattice. Its on-site energy is $+d$ on one sublattice and $-d$ on the other, and we want its lowest energy. The site set is `n`, and the signs $s_i=\pm1$ label the sublattices. $S=\mathrm{diag}(s)$ is the staggered potential of unit strength, not an overlap matrix, and $T$ is the hopping matrix. The Hamiltonian is $H=T+dS$.

In Lean 4 with Mathlib:

```lean
import Mathlib

open Matrix

namespace StaggeredGroundEnergy

noncomputable section

variable {n : Type*} [Fintype n] [DecidableEq n]
```

A: A matrix acts on state vectors through `op`, with the usual Hermitian inner product. So `‖op T‖` is the operator norm, the largest $\|Tx\|$ over unit vectors $x$.

```lean
/-- The operator on the one-particle Hilbert space of the lattice given by a matrix. -/
def op (A : Matrix n n ℂ) : EuclideanSpace ℂ n →L[ℂ] EuclideanSpace ℂ n :=
  Matrix.toEuclideanCLM (n := n) (𝕜 := ℂ) A
```

Q: I would define the ground energy as a minimum of expectation values. Do you?

A: I define it as the least real eigenvalue. For Hermitian $H$ the spectral theorem, which I use here as a textbook fact, makes the two equal. Eigenvectors need only be nonzero; normalising them leaves the energy unchanged.

```lean
/-- The ground energy of `H` is its least real eigenvalue. -/
def IsGroundEnergy (H : Matrix n n ℂ) (E : ℝ) : Prop :=
  IsLeast {e : ℝ | ∃ ψ : EuclideanSpace ℂ n, ψ ≠ 0 ∧ op H ψ = (e : ℂ) • ψ} E

/-- The diagonal matrix of the on-site signs `s`. -/
def stagger (s : n → ℝ) : Matrix n n ℂ := Matrix.diagonal fun i => (s i : ℂ)
```

Q: Where does the bipartite lattice enter?

A: Through $ST=-TS$. In entries this reads $(s_i+s_j)T_{ij}=0$, so $T$ has no diagonal and no hopping within a sublattice. Amplitudes may be complex and of any range.

Q: Then how do you get an eigenvalue out of a norm?

A: Write $N=\|T\|$. The unit sphere is compact, so some unit $x$ has $\|Tx\|=N$. Since $T$ is Hermitian,
$$\|T^2x-N^2x\|^2=\|T^2x\|^2-2N^2\|Tx\|^2+N^4\le N^4-2N^4+N^4=0.$$
Hence $T^2x=N^2x$. In the code, `exists_isMaxOn` supplies $x$, and `hsub` expands the square.

```lean
section Operators

variable {V : Type*} [NormedAddCommGroup V] [InnerProductSpace ℂ V]

/-- A nonzero symmetric operator `T` on a finite-dimensional space has a nonzero vector `x` with
`T² x = ‖T‖² x`. -/
theorem exists_sq_eigenvector [FiniteDimensional ℂ V] (T : V →L[ℂ] V) (hT0 : T ≠ 0)
    (hT : ∀ u v, inner ℂ (T u) v = inner ℂ u (T v)) :
    ∃ x, x ≠ 0 ∧ T (T x) = ((‖T‖ ^ 2 : ℝ) : ℂ) • x := by
  have : ProperSpace V := FiniteDimensional.proper ℂ V
  obtain ⟨v, hv⟩ : ∃ v, T v ≠ 0 := by
    by_contra h
    push Not at h
    exact hT0 (ContinuousLinearMap.ext h)
  have hv0 : v ≠ 0 := fun h => hv (by rw [h, map_zero])
  have hunit : ∀ y : V, y ≠ 0 → ‖((‖y‖ : ℂ)⁻¹) • y‖ = 1 :=
    fun y hy => norm_smul_inv_norm (𝕜 := ℂ) hy
  -- the norm is attained on the unit sphere
  obtain ⟨x, hx, hmax⟩ := (isCompact_sphere (0 : V) 1).exists_isMaxOn
    ⟨_, mem_sphere_zero_iff_norm.mpr (hunit v hv0)⟩ T.continuous.norm.continuousOn
  have hx1 : ‖x‖ = 1 := mem_sphere_zero_iff_norm.mp hx
  have hle : ‖T‖ ≤ ‖T x‖ := by
    refine T.opNorm_le_bound (norm_nonneg _) fun y => ?_
    by_cases hy : y = 0
    · simp [hy]
    · have h : ‖T (((‖y‖ : ℂ)⁻¹) • y)‖ ≤ ‖T x‖ :=
        hmax (mem_sphere_zero_iff_norm.mpr (hunit y hy))
      rw [map_smul, norm_smul, norm_inv, Complex.norm_real, norm_norm,
        inv_mul_le_iff₀ (norm_pos_iff.mpr hy)] at h
      linarith
  have hge := T.le_opNorm x
  rw [hx1, mul_one] at hge
  have hN : ‖T x‖ = ‖T‖ := le_antisymm hge hle
  refine ⟨x, fun h => by simp [h] at hx1, ?_⟩
  -- equality in the norm bound forces an eigenvector of the square
  have hsub : ‖T (T x) - ((‖T‖ ^ 2 : ℝ) : ℂ) • x‖ ^ 2 = ‖T (T x)‖ ^ 2
      - 2 * (inner ℂ (T (T x)) (((‖T‖ ^ 2 : ℝ) : ℂ) • x)).re
      + ‖((‖T‖ ^ 2 : ℝ) : ℂ) • x‖ ^ 2 := norm_sub_sq (𝕜 := ℂ) _ _
  have hin : (inner ℂ (T x) (T x)).re = ‖T x‖ ^ 2 := inner_self_eq_norm_sq (𝕜 := ℂ) (T x)
  have hc : ‖((‖T‖ ^ 2 : ℝ) : ℂ) • x‖ = ‖T‖ ^ 2 := by
    rw [norm_smul, hx1, mul_one, Complex.norm_real, Real.norm_of_nonneg (sq_nonneg _)]
  rw [inner_smul_right, hT, Complex.re_ofReal_mul, hin, hN, hc] at hsub
  have hTT := T.le_opNorm (T x)
  rw [hN] at hTT
  have hsq := pow_le_pow_left₀ (norm_nonneg _) hTT 2
  have hz : ‖T (T x) - ((‖T‖ ^ 2 : ℝ) : ℂ) • x‖ ^ 2 = 0 :=
    le_antisymm (by nlinarith) (sq_nonneg _)
  exact sub_eq_zero.mp (norm_eq_zero.mp (pow_eq_zero_iff two_ne_zero |>.mp hz))
```

Q: Could some state lie below $-\sqrt{d^2+N^2}$?

A: No. Suppose $(T+dS)\psi=e\psi$ with $\psi\neq0$. Then $T\psi=e\psi-dS\psi$, and with $TS=-ST$ and $S^2=1$,
$$T^2\psi=eT\psi+dST\psi=e(e\psi-dS\psi)+d(eS\psi-d\psi)=(e^2-d^2)\psi.$$
Taking norms gives $|e^2-d^2|\le N^2$, so $e\ge-\sqrt{d^2+N^2}$. `energy_ge` follows these lines: `h2` is the displayed identity and `h5` the norm bound.

```lean
variable {S T : V →L[ℂ] V} (hS2 : ∀ x, S (S x) = x) (hST : ∀ x, S (T x) = -(T (S x)))

include hS2 hST

/-- If `T` anticommutes with an involution `S`, no real eigenvalue of `T + d S` lies below
`-√(d² + ‖T‖²)`. -/
theorem energy_ge (d e : ℝ) (ψ : V) (hψ : ψ ≠ 0)
    (he : T ψ + (d : ℂ) • S ψ = (e : ℂ) • ψ) : -√(d ^ 2 + ‖T‖ ^ 2) ≤ e := by
  have h1 : T ψ = (e : ℂ) • ψ - (d : ℂ) • S ψ := eq_sub_of_add_eq he
  have h3 : T (S ψ) = -(S (T ψ)) := by rw [hST, neg_neg]
  have h4 : T (T ψ) = (e : ℂ) • T ψ + (d : ℂ) • S (T ψ) := by
    conv_lhs => rw [h1, map_sub, map_smul, map_smul, h3]
    module
  have h2 : T (T ψ) = ((e ^ 2 - d ^ 2 : ℝ) : ℂ) • ψ := by
    rw [h4, h1, map_sub, map_smul, map_smul, hS2]
    push_cast
    module
  -- the norm of T bounds the eigenvalue of its square
  have h5 := (T.le_opNorm (T ψ)).trans
    (mul_le_mul_of_nonneg_left (T.le_opNorm ψ) (norm_nonneg T))
  rw [h2, norm_smul, Complex.norm_real, Real.norm_eq_abs, ← mul_assoc] at h5
  have h6 := le_of_mul_le_mul_right h5 (norm_pos_iff.mpr hψ)
  have h7 := Real.abs_le_sqrt
    (show e ^ 2 ≤ d ^ 2 + ‖T‖ ^ 2 by nlinarith [le_abs_self (e ^ 2 - d ^ 2)])
  linarith [neg_abs_le e]
```

Q: And is the bound reached?

A: First we need a hopping mode $\varphi$ of energy $-N$. If $Tx=Nx$, take $\varphi=Sx$, because $TSx=-STx=-NSx$. Otherwise take $\varphi=Tx-Nx\neq0$, because $T\varphi=N^2x-NTx=-N\varphi$. The code splits into the same two cases.

```lean
/-- If a nonzero symmetric `T` on a finite-dimensional space anticommutes with an involution `S`,
then `-‖T‖` is an eigenvalue of `T`. -/
theorem exists_lowest_hopping_mode [FiniteDimensional ℂ V] (hT0 : T ≠ 0)
    (hT : ∀ u v, inner ℂ (T u) v = inner ℂ u (T v)) :
    ∃ φ, φ ≠ 0 ∧ T φ = -((‖T‖ : ℂ) • φ) := by
  obtain ⟨x, hx, h2⟩ := exists_sq_eigenvector T hT0 hT
  by_cases hy : T x = (‖T‖ : ℂ) • x
  · -- the sublattice sign flips the hopping energy
    refine ⟨S x, fun h => hx (by rw [← hS2 x, h, map_zero]), ?_⟩
    have h := hST x
    rw [hy, map_smul] at h
    rw [h, neg_neg]
  · refine ⟨T x - (‖T‖ : ℂ) • x, sub_ne_zero.mpr hy, ?_⟩
    rw [map_sub, map_smul, h2]
    push_cast
    module
```

A: Now $TS\varphi=NS\varphi$. Let $R=\sqrt{d^2+N^2}$ and $\psi=(R+N)\varphi-dS\varphi$. Then
$$(T+dS)\psi=-\big(N(R+N)+d^2\big)\varphi+dR\,S\varphi=-R\psi,$$
because $d^2=R^2-N^2$. Also $N\psi-T\psi=2N(R+N)\varphi\neq0$, so $\psi\neq0$. For unit $\varphi$, the normalised state is $\psi/\sqrt{2R(R+N)}$. The `linear_combination` steps check these two vector identities.

```lean
/-- If a nonzero symmetric `T` on a finite-dimensional space anticommutes with an involution `S`,
then for every real `d` the operator `T + d S` has an eigenvector with eigenvalue `-√(d² + ‖T‖²)`.
-/
theorem exists_staggered_state [FiniteDimensional ℂ V] (hT0 : T ≠ 0)
    (hT : ∀ u v, inner ℂ (T u) v = inner ℂ u (T v)) (d : ℝ) :
    ∃ ψ, ψ ≠ 0 ∧ T ψ + (d : ℂ) • S ψ = ((-√(d ^ 2 + ‖T‖ ^ 2) : ℝ) : ℂ) • ψ := by
  obtain ⟨φ, hφ0, hφ⟩ := exists_lowest_hopping_mode hS2 hST hT0 hT
  have hN : 0 < ‖T‖ := norm_pos_iff.mpr hT0
  have hR0 := Real.sqrt_nonneg (d ^ 2 + ‖T‖ ^ 2)
  have hR : ((√(d ^ 2 + ‖T‖ ^ 2) : ℝ) : ℂ) ^ 2 = (d : ℂ) ^ 2 + (‖T‖ : ℂ) ^ 2 := by
    exact_mod_cast Real.sq_sqrt (by positivity : 0 ≤ d ^ 2 + ‖T‖ ^ 2)
  set R := √(d ^ 2 + ‖T‖ ^ 2)
  have hTS : T (S φ) = (‖T‖ : ℂ) • S φ := by
    have h := hST φ
    rw [hφ, map_neg, map_smul] at h
    exact (neg_inj.mp h).symm
  -- mix the two hopping modes of energies -‖T‖ and ‖T‖
  refine ⟨((R : ℂ) + (‖T‖ : ℂ)) • φ - (d : ℂ) • S φ, fun h => ?_, ?_⟩
  · have h' := congrArg T h
    simp only [map_sub, map_smul, hφ, hTS, map_zero] at h'
    have h3 : ((2 * ‖T‖ * (R + ‖T‖) : ℝ) : ℂ) • φ = 0 := by
      push_cast
      linear_combination (norm := module) (‖T‖ : ℂ) • h - h'
    have h5 : 0 < 2 * ‖T‖ * (R + ‖T‖) := mul_pos (by linarith) (by linarith)
    exact (smul_eq_zero.mp h3).elim (fun h4 => h5.ne' (Complex.ofReal_eq_zero.mp h4)) hφ0
  · simp only [map_sub, map_smul, hφ, hTS, hS2]
    push_cast
    linear_combination (norm := module) hR • φ

end Operators
```

Q: So what exactly is claimed for matrices?

A: Given signs $\pm1$ and a nonzero Hermitian $T$ with $ST=-TS$, the least eigenvalue of $T+dS$ is $-\sqrt{d^2+\|T\|^2}$ for every real $d$. `op_symmetric` turns Hermiticity into $\langle Tu,v\rangle=\langle u,Tv\rangle$. The main proof carries the matrix relations over to operators, then combines the eigenvector with the lower bound.

```lean
/-- A Hermitian matrix acts as a symmetric operator. -/
theorem op_symmetric {A : Matrix n n ℂ} (hA : A.IsHermitian) (u v : EuclideanSpace ℂ n) :
    inner ℂ (op A u) v = inner ℂ u (op A v) := by
  have h : star (op A) = op A := by
    unfold op
    rw [← map_star]
    exact congrArg _ hA
  have h1 := ContinuousLinearMap.adjoint_inner_left (op A) v u
  rw [← ContinuousLinearMap.star_eq_adjoint, h] at h1
  exact h1

/-- For on-site signs `±1` and a nonzero Hermitian hopping matrix `T` that anticommutes with
the staggered potential `S`, the ground energy of `T + d S` is `-√(d² + ‖T‖²)` for every real
`d`, with `‖T‖` the operator norm. -/
theorem staggered_groundEnergy (s : n → ℝ) (hs : ∀ i, s i = 1 ∨ s i = -1)
    (T : Matrix n n ℂ) (hT : T.IsHermitian) (hT0 : T ≠ 0)
    (hST : stagger s * T = -(T * stagger s)) (d : ℝ) :
    IsGroundEnergy (T + (d : ℂ) • stagger s) (-√(d ^ 2 + ‖op T‖ ^ 2)) := by
  have hmul : ∀ (A B : Matrix n n ℂ) x, op (A * B) x = op A (op B x) := by
    intro A B x
    unfold op
    rw [map_mul]
    rfl
  have hSS : stagger s * stagger s = 1 := by
    rw [stagger, Matrix.diagonal_mul_diagonal, ← Matrix.diagonal_one]
    congr 1
    funext i
    rcases hs i with h | h <;> simp [h]
  have hS2 : ∀ x, op (stagger s) (op (stagger s) x) = x := by
    intro x
    rw [← hmul, hSS]
    unfold op
    rw [map_one]
    rfl
  have hanti : ∀ x, op (stagger s) (op T x) = -(op T (op (stagger s) x)) := by
    intro x
    rw [← hmul, ← hmul, hST]
    unfold op
    rw [map_neg]
    rfl
  have hH : ∀ x, op (T + (d : ℂ) • stagger s) x = op T x + (d : ℂ) • op (stagger s) x := by
    intro x
    unfold op
    rw [map_add, map_smul]
    rfl
  have hop0 : op T ≠ 0 := fun h => hT0
    (EquivLike.injective (Matrix.toEuclideanCLM (n := n) (𝕜 := ℂ)) (h.trans (map_zero _).symm))
  constructor
  · obtain ⟨ψ, hψ, he⟩ := exists_staggered_state hS2 hanti hop0 (op_symmetric hT) d
    exact ⟨ψ, hψ, (hH ψ).trans he⟩
  · rintro e ⟨ψ, hψ, he⟩
    exact energy_ge hS2 hanti d e ψ hψ ((hH ψ).symm.trans he)
```

Q: Is that the $E[v]$ of density functional theory?

A: Only for one electron on a finite lattice. There $E[v]$ is the ground energy as a functional of the on-site potential $v$ at fixed hopping, and the theorem gives its values along the family $v=dS$. It says nothing about several interacting electrons.

Q: How would I use it in a calculation?

A: Order the sites by sublattice, so that $T$ has an off-diagonal block $B$, and compute the largest singular value of $B$, which is $\|T\|$. That single number serves for every $d$. An open three-site chain with hopping $-1$ and signs $1,-1,1$ has $\|T\|=\sqrt2$, so $d=1$ gives $-\sqrt3$.

Q: What is the smallest case?

A: Two sites. A single site forces $T=0$, and with sign $+1$ its energy is $d$, which differs from $-|d|$ when $d>0$. For the dimer with amplitude $-t$, $T^2=t^2\,1$ gives $\|T\|=|t|$ and ground energy $-\sqrt{d^2+t^2}$.

```lean
/-- The two-site hopping matrix with amplitude `-t`. -/
def dimer (t : ℝ) : Matrix (Fin 2) (Fin 2) ℂ := !![0, -(t : ℂ); -(t : ℂ), 0]
```

A: `dimer_witness` confirms entry by entry that this matrix meets the theorem's conditions on $T$ when $t\neq0$.

```lean
/-- For `t ≠ 0` the dimer hopping matrix is Hermitian, nonzero and anticommutes with the
staggered potential of signs `1, -1`. -/
theorem dimer_witness (t : ℝ) (ht : t ≠ 0) :
    (dimer t).IsHermitian ∧ dimer t ≠ 0 ∧
      stagger ![1, -1] * dimer t = -(dimer t * stagger ![1, -1]) := by
  refine ⟨?_, fun h => ?_, ?_⟩
  · unfold Matrix.IsHermitian
    ext i j
    fin_cases i <;> fin_cases j <;> simp [dimer]
  · have h1 := congrFun (congrFun h 0) 1
    simp [dimer, ht] at h1
  · ext i j
    simp only [stagger, Matrix.diagonal_mul, Matrix.neg_apply, Matrix.mul_diagonal]
    fin_cases i <;> fin_cases j <;> simp [dimer]

end

end StaggeredGroundEnergy
```

```lean
#print axioms StaggeredGroundEnergy.staggered_groundEnergy
-- 'StaggeredGroundEnergy.staggered_groundEnergy' depends on axioms: [propext, Classical.choice, Quot.sound]
```
